# Real Dirichlet eigenfunctions of one continuous potential on an interval are orthogonal when their energies differ

Two real stationary states of a particle between hard walls at a and b have zero overlap if they belong to the same continuous potential V and to different energies. In formulas, let u and v be C² functions that vanish at a and b, with

-u'' + Vu = E₁u and -v'' + Vv = E₂v on [a, b].

If E₁ ≠ E₂, then ∫uv = 0 over [a, b]. How is this proved rigorously, with the boundary terms handled explicitly, and can the proof be checked by machine in Lean?

## Orthogonality from the symmetry of the energy form

The overlap vanishes because one symmetric integral equals both E₁∫uv and E₂∫uv. Since u'' = (V - E₁)u, the product rule gives

(u'v)' = u''v + u'v' = u'v' + Vuv - E₁uv.

Integrate from a to b:

∫(u'v' + Vuv) - E₁∫uv = u'(b)v(b) - u'(a)v(a) = 0,

because v vanishes at both walls. Exchanging the roles of u and v leaves the first integral unchanged and replaces E₁ by E₂; the boundary terms now vanish because u does. Subtracting the two equations gives

(E₁ - E₂)∫uv = 0,

and E₁ ≠ E₂ forces ∫uv = 0. The energy form ∫(u'v' + Vuv) = E₁∫uv is then zero too.

The wall conditions matter. Take V = 0 on [0, π], u = sin x with E₁ = 1, and the constant v = 1 with E₂ = 0. Both solve their equations, but v does not vanish at the walls, and ∫uv = 2.

Orthogonality also restricts signs. Suppose u > 0 inside the box and v is not identically zero. If v ≤ 0 throughout the interior, then -uv is continuous, nonnegative and somewhere positive, so its integral is positive, a contradiction. Hence v is positive somewhere. The same argument for -v shows that v is also negative somewhere.

```lean
import Mathlib

open Set

namespace DirichletOrthogonality

noncomputable section

/-- A real solution `u`, with derivative `u'`, of the Schrödinger equation `-u'' + V u = E u`
on `[a, b]`, written as `u'' = (V - E) u`, that vanishes at both walls. -/
structure IsBoxState (V : ℝ → ℝ) (a b E : ℝ) (u u' : ℝ → ℝ) : Prop where
  hasDeriv : ∀ x ∈ Icc a b, HasDerivWithinAt u (u' x) (Icc a b) x
  schrodinger : ∀ x ∈ Icc a b, HasDerivWithinAt u' ((V x - E) * u x) (Icc a b) x
  left : u a = 0
  right : u b = 0

/-- The energy form `∫ (u' v' + V u v)` of two wave functions on `[a, b]`. -/
def energyForm (V : ℝ → ℝ) (a b : ℝ) (u u' v v' : ℝ → ℝ) : ℝ :=
  ∫ x in a..b, (u' x * v' x + V x * u x * v x)

variable {V u u' v v' : ℝ → ℝ} {a b E E₁ E₂ : ℝ}

/-- A twice continuously differentiable function that satisfies `-u'' + V u = E u` on `[a, b]`
and vanishes at `a` and `b` is a box state. -/
theorem isBoxState_of_contDiff (hu : ContDiff ℝ 2 u)
    (heq : ∀ x ∈ Icc a b, -deriv (deriv u) x + V x * u x = E * u x)
    (ha : u a = 0) (hb : u b = 0) : IsBoxState V a b E u (deriv u) where
  hasDeriv x _ := ((hu.differentiable (by norm_num)) x).hasDerivAt.hasDerivWithinAt
  schrodinger x hx :=
    ((hu.differentiable_deriv_two x).hasDerivAt.hasDerivWithinAt).congr_deriv
      (by linear_combination -(heq x hx))
  left := ha
  right := hb

/-- Weak Schrödinger equation: for a continuous potential, the energy form of a box state `u` with a
continuously differentiable trial function `v` vanishing at the walls is `E` times their overlap. -/
theorem energyForm_eq (hab : a ≤ b) (hV : ContinuousOn V (Icc a b))
    (hu : IsBoxState V a b E u u')
    (hv : ∀ x ∈ Icc a b, HasDerivWithinAt v (v' x) (Icc a b) x)
    (hv' : ContinuousOn v' (Icc a b)) (hva : v a = 0) (hvb : v b = 0) :
    energyForm V a b u u' v v' = E * ∫ x in a..b, u x * v x := by
  have cu : ContinuousOn u (Icc a b) := fun x hx => (hu.hasDeriv x hx).continuousWithinAt
  have cu' : ContinuousOn u' (Icc a b) :=
    fun x hx => (hu.schrodinger x hx).continuousWithinAt
  have cv : ContinuousOn v (Icc a b) := fun x hx => (hv x hx).continuousWithinAt
  have c1 : ContinuousOn (fun x => u' x * v' x + V x * u x * v x) (Icc a b) :=
    (cu'.mul hv').add ((hV.mul cu).mul cv)
  have c2 : ContinuousOn (fun x => E * (u x * v x)) (Icc a b) :=
    continuousOn_const.mul (cu.mul cv)
  -- the difference of the two integrands is the derivative of `u' v`
  have key : ∫ x in a..b, ((u' x * v' x + V x * u x * v x) - E * (u x * v x))
      = u' b * v b - u' a * v a := by
    refine intervalIntegral.integral_eq_sub_of_hasDerivAt_of_le (f := fun x => u' x * v x)
      hab (cu'.mul cv) ?_ ((c1.sub c2).intervalIntegrable_of_Icc hab)
    intro x hx
    have hx' := Ioo_subset_Icc_self hx
    have h1 := (hu.schrodinger x hx').hasDerivAt (Icc_mem_nhds hx.1 hx.2)
    have h2 := (hv x hx').hasDerivAt (Icc_mem_nhds hx.1 hx.2)
    exact (h1.fun_mul h2).congr_deriv (by ring)
  -- the boundary terms vanish at the walls
  rw [intervalIntegral.integral_sub (c1.intervalIntegrable_of_Icc hab)
    (c2.intervalIntegrable_of_Icc hab), intervalIntegral.integral_const_mul, hva, hvb] at key
  unfold energyForm
  linarith

/-- The energy form is symmetric in the two wave functions. -/
theorem energyForm_comm : energyForm V a b u u' v v' = energyForm V a b v v' u u' := by
  unfold energyForm
  congr 1
  funext x
  ring

/-- Two box states of the same continuous potential with different energies are orthogonal. -/
theorem integral_mul_eq_zero (hab : a ≤ b) (hV : ContinuousOn V (Icc a b))
    (hu : IsBoxState V a b E₁ u u') (hv : IsBoxState V a b E₂ v v') (hE : E₁ ≠ E₂) :
    ∫ x in a..b, u x * v x = 0 := by
  have h1 := energyForm_eq hab hV hu hv.hasDeriv
    (fun x hx => (hv.schrodinger x hx).continuousWithinAt) hv.left hv.right
  have h2 := energyForm_eq hab hV hv hu.hasDeriv
    (fun x hx => (hu.schrodinger x hx).continuousWithinAt) hu.left hu.right
  have h3 : ∫ x in a..b, v x * u x = ∫ x in a..b, u x * v x := by
    congr 1
    funext x
    ring
  -- the same energy form is evaluated with either energy
  rw [energyForm_comm, h1, h3] at h2
  have h4 : (E₁ - E₂) * ∫ x in a..b, u x * v x = 0 := by linarith
  exact (mul_eq_zero.mp h4).resolve_left (sub_ne_zero.mpr hE)

/-- The energy form between two box states of the same continuous potential with different energies
vanishes. -/
theorem energyForm_eq_zero (hab : a ≤ b) (hV : ContinuousOn V (Icc a b))
    (hu : IsBoxState V a b E₁ u u') (hv : IsBoxState V a b E₂ v v') (hE : E₁ ≠ E₂) :
    energyForm V a b u u' v v' = 0 := by
  rw [energyForm_eq hab hV hu hv.hasDeriv
    (fun x hx => (hv.schrodinger x hx).continuousWithinAt) hv.left hv.right,
    integral_mul_eq_zero hab hV hu hv hE, mul_zero]

/-- If one box state of a continuous potential is positive inside the box, a box state of the same
potential with a different energy that is not identically zero is positive somewhere inside. -/
theorem exists_pos (hV : ContinuousOn V (Icc a b))
    (hu : IsBoxState V a b E₁ u u') (hv : IsBoxState V a b E₂ v v') (hE : E₁ ≠ E₂)
    (hpos : ∀ x ∈ Ioo a b, 0 < u x) (hne : ∃ c ∈ Icc a b, v c ≠ 0) :
    ∃ y ∈ Ioo a b, 0 < v y := by
  by_contra hcon
  have hle : ∀ y ∈ Ioo a b, v y ≤ 0 := fun y hy => not_lt.mp fun h => hcon ⟨y, hy, h⟩
  obtain ⟨c, hc, hvc⟩ := hne
  have hac : a < c := lt_of_le_of_ne hc.1 (fun h => hvc (h ▸ hv.left))
  have hcb : c < b := lt_of_le_of_ne hc.2 (fun h => hvc (h.symm ▸ hv.right))
  have hab : a < b := hac.trans hcb
  have cu : ContinuousOn u (Icc a b) := fun x hx => (hu.hasDeriv x hx).continuousWithinAt
  have cv : ContinuousOn v (Icc a b) := fun x hx => (hv.hasDeriv x hx).continuousWithinAt
  -- otherwise `-u v` is nonnegative and somewhere positive, so its integral is positive
  have hint : 0 < ∫ x in a..b, -(u x * v x) := by
    refine intervalIntegral.integral_pos hab (cu.mul cv).neg ?_ ⟨c, hc, ?_⟩
    · intro x hx
      rcases eq_or_lt_of_le hx.2 with h | h
      · simp [h, hv.right]
      · nlinarith [hpos x ⟨hx.1, h⟩, hle x ⟨hx.1, h⟩]
    · have h1 : v c < 0 := lt_of_le_of_ne (hle c ⟨hac, hcb⟩) hvc
      nlinarith [mul_pos (hpos c ⟨hac, hcb⟩) (neg_pos.mpr h1)]
  rw [intervalIntegral.integral_neg, integral_mul_eq_zero hab.le hV hu hv hE] at hint
  simp at hint

/-- If one box state of a continuous potential is positive inside the box, every box state of the
same potential with a different energy that is not identically zero takes both signs inside. -/
theorem changes_sign (hV : ContinuousOn V (Icc a b))
    (hu : IsBoxState V a b E₁ u u') (hv : IsBoxState V a b E₂ v v') (hE : E₁ ≠ E₂)
    (hpos : ∀ x ∈ Ioo a b, 0 < u x) (hne : ∃ c ∈ Icc a b, v c ≠ 0) :
    (∃ x ∈ Ioo a b, v x < 0) ∧ ∃ y ∈ Ioo a b, 0 < v y := by
  refine ⟨?_, exists_pos hV hu hv hE hpos hne⟩
  -- apply the previous result to `-v`
  have hn : IsBoxState V a b E₂ (-v) (-v') :=
    { hasDeriv := fun x hx => (hv.hasDeriv x hx).neg
      schrodinger := fun x hx => ((hv.schrodinger x hx).neg).congr_deriv (by simp)
      left := by simp [hv.left]
      right := by simp [hv.right] }
  obtain ⟨c, hc, hvc⟩ := hne
  obtain ⟨x, hx, h⟩ := exists_pos hV hu hn hE hpos ⟨c, hc, by simpa using hvc⟩
  exact ⟨x, hx, by simpa using h⟩

/-- For zero potential on `[0, π]` and a natural number `n`, the function `sin (n x)` is a box state
of energy `n²`. -/
theorem isBoxState_witness (n : ℕ) :
    IsBoxState (fun _ => 0) 0 Real.pi ((n : ℝ) ^ 2)
      (fun x => Real.sin (n * x)) (fun x => n * Real.cos (n * x)) := by
  have h : ∀ x : ℝ, HasDerivAt (fun y : ℝ => (n : ℝ) * y) (n : ℝ) x := fun x => by
    simpa using (hasDerivAt_id' x).const_mul (n : ℝ)
  refine ⟨fun x _ => ?_, fun x _ => ?_, by simp, Real.sin_nat_mul_pi n⟩
  · exact ((h x).sin.congr_deriv (by ring)).hasDerivWithinAt
  · refine (((h x).cos.const_mul (n : ℝ)).congr_deriv ?_).hasDerivWithinAt
    show _ = (0 - (n : ℝ) ^ 2) * Real.sin (n * x)
    ring

/-- For natural numbers `m ≠ n`, the functions `sin (m x)` and `sin (n x)` are orthogonal on `[0,
π]`. -/
theorem integral_sin_mul_sin {m n : ℕ} (hmn : m ≠ n) :
    ∫ x in (0 : ℝ)..Real.pi, Real.sin (m * x) * Real.sin (n * x) = 0 := by
  refine integral_mul_eq_zero Real.pi_pos.le continuousOn_const
    (isBoxState_witness m) (isBoxState_witness n) ?_
  intro h
  have h' : m ^ 2 = n ^ 2 := by exact_mod_cast h
  exact hmn (Nat.pow_left_injective (by norm_num : (2 : ℕ) ≠ 0) h')

end

end DirichletOrthogonality
```

```lean
#print axioms DirichletOrthogonality.energyForm_eq
#print axioms DirichletOrthogonality.energyForm_eq_zero
#print axioms DirichletOrthogonality.changes_sign
#print axioms DirichletOrthogonality.integral_sin_mul_sin
```

```
'DirichletOrthogonality.energyForm_eq' depends on axioms: [propext, Classical.choice, Quot.sound]
'DirichletOrthogonality.energyForm_eq_zero' depends on axioms: [propext, Classical.choice, Quot.sound]
'DirichletOrthogonality.changes_sign' depends on axioms: [propext, Classical.choice, Quot.sound]
'DirichletOrthogonality.integral_sin_mul_sin' depends on axioms: [propext, Classical.choice, Quot.sound]
```

## What the Lean statements say

`IsBoxState V a b E u u'` says that u' is the derivative of u on [a, b], that u' has derivative (V - E)u there, and that u vanishes at both ends. The units are those with ħ²/2m = 1. `HasDerivWithinAt` on `Icc a b` means a one-sided derivative at each wall, so values outside the box play no role. For a function that is C² on the whole real line, `isBoxState_of_contDiff` obtains this structure from the usual equation on [a, b].

The main theorem is `integral_mul_eq_zero`. Its hypothesis `hV` asks for continuity of V on the closed interval, which leaves out step potentials, delta potentials and Coulomb singularities. The wave functions are real and need not be normalised; the zero function is allowed.

For one particle in such a one-dimensional box, `energyForm_eq_zero` adds that the Hamiltonian matrix element between states of different energy vanishes, with the kinetic part written as ∫u'v'. In `changes_sign`, the positive state is a hypothesis: the theorem does not establish that a positive ground state exists, nor does it count nodes.

For V = 0 on [0, π], `isBoxState_witness` supplies sin(nx) with energy n², and `integral_sin_mul_sin` gives the orthogonality of these modes. The normalised modes are √(2/π) sin(nx) for n ≥ 1; n = 0 gives the zero function.

## How the proof follows the calculation

`energyForm_eq` carries out the integration by parts. Its step `key` applies the fundamental theorem of calculus to u'v, in a version that asks for continuity of u'v on the closed interval, a derivative only in the interior, and integrability of that derivative, which follows here from the continuity of V, u, v, u' and v'. The integral is then split, and `hva` and `hvb` remove the boundary terms. Here v need only be a C¹ trial function that vanishes at the walls, so the lemma is the weak form of the Schrödinger equation.

In `integral_mul_eq_zero`, `h1` and `h2` are the two evaluations of the energy form, and `energyForm_comm` identifies their left-hand sides. The product equation is `h4`, from which the nonzero factor E₁ - E₂ is removed.

`exists_pos` argues by contradiction. The wall conditions place the point c, where v(c) ≠ 0, strictly inside the box, and `intervalIntegral.integral_pos` makes the integral of -uv positive, against orthogonality. `changes_sign` applies this result to v and to -v, after checking that -v is again a box state. For the sine modes, the remaining step is that m ≠ n implies m² ≠ n² for natural numbers.
